# Bloch solutions of a Hermitian Hamiltonian have orthogonal target spaces when their effective Hamiltonians share no eigenvalue

Two effective Hamiltonians on the same model space can reproduce different exact energies of one system, and the question is whether the exact states behind them are orthogonal; here each group of states is modelled by a matrix X, as the set of vectors (v, Xv) with v in the model space. This is intermediate normalisation: the model component of a target vector is v itself, so the vector generally does not have unit length. The choice restricts attention to target spaces that project one-to-one onto the model space.

The types `n` and `m` label finite orthonormal bases of the model space and of the external space.

```lean
import Mathlib

open Matrix
open scoped ComplexOrder

namespace BlochOrthogonality

variable {n m : Type*} [Fintype n] [DecidableEq n] [Fintype m]
```

## The Bloch equation in blocks

The Hamiltonian H has diagonal blocks A (model) and D (external), and off-diagonal blocks B and Bᴴ, where ᴴ denotes the adjoint. Acting on a target vector, it gives

H (v, Xv) = ((A + BX)v, (Bᴴ + DX)v).

The model component defines the effective Hamiltonian

K_X = A + BX,

which is `effHam A B X` in the code. It need not be Hermitian.

```lean
/-- The Bloch effective Hamiltonian `A + B X` on the model space. -/
def effHam (A : Matrix n n ℂ) (B : Matrix n m ℂ) (X : Matrix m n ℂ) : Matrix n n ℂ :=
  A + B * X
```

The result is again a target vector, for every v, exactly when the external component equals X K_X v:

Bᴴ + DX = X K_X.

This is the Bloch equation. An eigenvector v of K_X then gives an eigenvector (v, Xv) of H with the same energy. Many texts work with the wave operator Ω, which sends v to (v, Xv); X is its external part.

```lean
/-- The Bloch equation `Bᴴ + D X = X (A + B X)` for the Hamiltonian with blocks
`A`, `B`, `Bᴴ`, `D`. -/
def IsBloch (A : Matrix n n ℂ) (B : Matrix n m ℂ) (D : Matrix m m ℂ)
    (X : Matrix m n ℂ) : Prop :=
  Bᴴ + D * X = X * effHam A B X
```

The target vector is written as a function on the disjoint union `n ⊕ m` of the two basis sets.

```lean
/-- The vector `(v, X v)` of the target space that belongs to the model vector `v`. -/
def blochLift (X : Matrix m n ℂ) (v : n → ℂ) : n ⊕ m → ℂ :=
  Sum.elim v (X *ᵥ v)
```

## Overlaps of target vectors

Let Y be a second matrix of the same shape. For model vectors v and w,

⟨(w, Yw), (v, Xv)⟩ = ⟨w, v⟩ + ⟨Yw, Xv⟩ = ⟨w, (1 + YᴴX)v⟩.

Lean writes the inner product ⟨w, v⟩ as `star w ⬝ᵥ v`. The proof splits the sum over `n ⊕ m` into its two parts and moves Y across as its adjoint.

```lean
/-- The overlap of two target vectors is a matrix element of `1 + Yᴴ X` between
their model vectors. -/
theorem overlap_eq (X Y : Matrix m n ℂ) (v w : n → ℂ) :
    star (blochLift Y w) ⬝ᵥ blochLift X v = star w ⬝ᵥ ((1 + Yᴴ * X) *ᵥ v) := by
  have h : star (blochLift Y w) ⬝ᵥ blochLift X v
      = star w ⬝ᵥ v + star (Y *ᵥ w) ⬝ᵥ (X *ᵥ v) := by
    simp [blochLift, dotProduct, Fintype.sum_sum_type]
  rw [h, Matrix.add_mulVec, Matrix.one_mulVec, dotProduct_add, Matrix.star_mulVec,
    ← Matrix.dotProduct_mulVec, Matrix.mulVec_mulVec]
```

If 1 + YᴴX = 0, all these overlaps vanish. Conversely, suppose that they all vanish and choose w = (1 + YᴴX)v. Then

‖(1 + YᴴX)v‖² = 0

for every v, so the matrix is zero. The code reads off its entries by applying it to basis vectors.

```lean
/-- The target spaces of `X` and `Y` are orthogonal if and only if `1 + Yᴴ X = 0`. -/
theorem orthogonal_iff (X Y : Matrix m n ℂ) :
    (∀ v w, star (blochLift Y w) ⬝ᵥ blochLift X v = 0) ↔ 1 + Yᴴ * X = 0 := by
  constructor
  · intro h
    -- test the overlap with w = (1 + Yᴴ X) v
    have hv : ∀ v, (1 + Yᴴ * X) *ᵥ v = 0 := fun v => by
      have h1 := h v ((1 + Yᴴ * X) *ᵥ v)
      rw [overlap_eq] at h1
      exact dotProduct_star_self_eq_zero.1 h1
    ext i j
    have h2 := congrFun (hv (Pi.single j 1)) i
    rw [Matrix.mulVec_single_one] at h2
    exact h2
  · intro h v w
    rw [overlap_eq, h, Matrix.zero_mulVec, dotProduct_zero]
```

## Hermiticity links the two effective Hamiltonians

Now let X and Y both solve the Bloch equation, with A and D Hermitian. The adjoint of the equation for Y, and that of K_Y, are

B + YᴴD = K_Yᴴ Yᴴ,
K_Yᴴ = A + YᴴBᴴ.

Therefore

K_Yᴴ(1 + YᴴX) = K_Yᴴ + K_Yᴴ YᴴX
= A + YᴴBᴴ + (B + YᴴD)X
= K_X + Yᴴ(Bᴴ + DX)
= (1 + YᴴX)K_X.

The last step uses the Bloch equation for X. The `calc` block has the same four lines, and `hY'` is the adjoint equation.

```lean
/-- For Hermitian diagonal blocks and two Bloch solutions, the overlap matrix `1 + Yᴴ X`
intertwines the effective Hamiltonian of `X` with the adjoint of that of `Y`. -/
theorem overlap_intertwines {A : Matrix n n ℂ} {B : Matrix n m ℂ} {D : Matrix m m ℂ}
    {X Y : Matrix m n ℂ} (hA : A.IsHermitian) (hD : D.IsHermitian)
    (hX : IsBloch A B D X) (hY : IsBloch A B D Y) :
    (effHam A B Y)ᴴ * (1 + Yᴴ * X) = (1 + Yᴴ * X) * effHam A B X := by
  unfold IsBloch at hX hY
  -- the adjoint of the Bloch equation for Y
  have hY' := congrArg Matrix.conjTranspose hY
  rw [conjTranspose_add, conjTranspose_mul, conjTranspose_mul,
    conjTranspose_conjTranspose, hD.eq] at hY'
  have hK : (effHam A B Y)ᴴ = A + Yᴴ * Bᴴ := by
    rw [effHam, conjTranspose_add, conjTranspose_mul, hA.eq]
  calc (effHam A B Y)ᴴ * (1 + Yᴴ * X)
      = (effHam A B Y)ᴴ + (effHam A B Y)ᴴ * Yᴴ * X := by
        rw [Matrix.mul_add, Matrix.mul_one, Matrix.mul_assoc]
    _ = A + Yᴴ * Bᴴ + (B + Yᴴ * D) * X := by rw [← hY', hK]
    _ = effHam A B X + Yᴴ * (Bᴴ + D * X) := by
        rw [effHam, Matrix.add_mul, Matrix.mul_add, Matrix.mul_assoc]
        abel
    _ = (1 + Yᴴ * X) * effHam A B X := by
        rw [hX, Matrix.add_mul, Matrix.one_mul, Matrix.mul_assoc]
```

## Disjoint spectra leave no intertwiner

Suppose MG = GN, where M and N have no common eigenvalue. Repeated use of this relation gives

p(M)G = G p(N)

for every polynomial p. Take p(z) = det(z − N). By Cayley–Hamilton p(N) = 0, so p(M)G = 0. The eigenvalues of p(M) are the numbers p(μ), with μ an eigenvalue of M, and none of them is zero because μ is not an eigenvalue of N. Hence p(M) is invertible and G = 0.

In Lean, `hp` is the polynomial relation, proved by induction on p, and `hu` is the invertibility. The spectral mapping step needs a polynomial of positive degree, so the zero-dimensional case is treated first.

```lean
/-- A matrix that intertwines two matrices without a common eigenvalue is zero. -/
theorem intertwiner_eq_zero {M N G : Matrix n n ℂ} (h : M * G = G * N)
    (hd : Disjoint (spectrum ℂ N) (spectrum ℂ M)) : G = 0 := by
  rcases isEmpty_or_nonempty n with he | he
  · ext i j
    exact he.elim i
  -- G intertwines every polynomial in M and N
  have hp : ∀ p : Polynomial ℂ, Polynomial.aeval M p * G = G * Polynomial.aeval N p := by
    intro p
    induction p using Polynomial.induction_on' with
    | add p q hp hq => rw [map_add, map_add, add_mul, mul_add, hp, hq]
    | monomial k a =>
      have hk : G * N ^ k = M ^ k * G :=
        (SemiconjBy.pow_right (show SemiconjBy G N M from h.symm) k).eq
      rw [Polynomial.aeval_monomial, Polynomial.aeval_monomial, mul_assoc, ← hk,
        ← mul_assoc, ← mul_assoc, Algebra.commutes a G]
  -- Cayley-Hamilton for N
  have h0 : Polynomial.aeval M N.charpoly * G = 0 := by
    rw [hp, Matrix.aeval_self_charpoly, mul_zero]
  have hdeg : 0 < N.charpoly.degree := by
    rw [Matrix.charpoly_degree_eq_dim]
    exact_mod_cast Fintype.card_pos
  -- the characteristic polynomial of N has no root in the spectrum of M
  have hu : IsUnit (Polynomial.aeval M N.charpoly) := by
    by_contra hn
    have hz := (spectrum.zero_mem_iff ℂ).2 hn
    rw [spectrum.map_polynomial_aeval_of_degree_pos M N.charpoly hdeg] at hz
    obtain ⟨μ, hμ, hr⟩ := hz
    have hdet : (algebraMap ℂ (Matrix n n ℂ) μ - N).det = 0 :=
      (Matrix.eval_charpoly N μ).symm.trans hr
    have hN : μ ∈ spectrum ℂ N := by
      rw [spectrum.mem_iff, Matrix.isUnit_iff_isUnit_det, hdet]
      exact not_isUnit_zero
    exact Set.disjoint_left.1 hd hN hμ
  exact hu.mul_right_eq_zero.1 h0
```

## Orthogonality of the target spaces

The relation between K_X and K_Y contains K_Yᴴ, while the assumption concerns K_Y. The metric of Y's target space,

S = 1 + YᴴY,

connects them. It is positive definite, since ⟨v, Sv⟩ = ‖v‖² + ‖Yv‖², and the relation with X = Y reads K_Yᴴ S = S K_Y. Hence

K_Y S⁻¹ = S⁻¹ K_Yᴴ.

Set G = S⁻¹(1 + YᴴX). Then

K_Y G = S⁻¹ K_Yᴴ(1 + YᴴX) = S⁻¹(1 + YᴴX)K_X = G K_X.

If K_X and K_Y have no common eigenvalue, G = 0, and multiplication by S gives 1 + YᴴX = 0.

The theorem takes Hermitian `A` and `D`, two Bloch solutions and disjoint spectra, and returns both the matrix identity and the vanishing of every overlap. Disjointness means physically that the two solutions have selected separate sets of energies. In the proof, `u` is S as an invertible matrix, `h3` is the relation for S⁻¹, and `hz` states G = 0.

```lean
/-- If two Bloch solutions of a Hermitian Hamiltonian have effective Hamiltonians without
a common eigenvalue, then `1 + Yᴴ X = 0` and their target spaces are orthogonal. -/
theorem bloch_solutions_orthogonal {A : Matrix n n ℂ} {B : Matrix n m ℂ}
    {D : Matrix m m ℂ} {X Y : Matrix m n ℂ} (hA : A.IsHermitian) (hD : D.IsHermitian)
    (hX : IsBloch A B D X) (hY : IsBloch A B D Y)
    (hd : Disjoint (spectrum ℂ (effHam A B X)) (spectrum ℂ (effHam A B Y))) :
    1 + Yᴴ * X = 0 ∧ ∀ v w, star (blochLift Y w) ⬝ᵥ blochLift X v = 0 := by
  have h1 := overlap_intertwines hA hD hX hY
  have h2 := overlap_intertwines hA hD hY hY
  -- the metric 1 + Yᴴ Y is positive definite, hence invertible
  have hS : IsUnit (1 + Yᴴ * Y) :=
    (Matrix.PosDef.one.add_posSemidef (posSemidef_conjTranspose_mul_self Y)).isUnit
  obtain ⟨u, hu⟩ := hS
  rw [← hu] at h2
  have h3 : effHam A B Y * (↑u⁻¹ : Matrix n n ℂ)
      = (↑u⁻¹ : Matrix n n ℂ) * (effHam A B Y)ᴴ := by
    rw [Units.mul_inv_eq_iff_eq_mul, mul_assoc, h2, Units.inv_mul_cancel_left]
  have hz : (↑u⁻¹ : Matrix n n ℂ) * (1 + Yᴴ * X) = 0 :=
    intertwiner_eq_zero (M := effHam A B Y) (N := effHam A B X)
      (by rw [← mul_assoc, h3, mul_assoc, h1, mul_assoc]) hd
  have hG : 1 + Yᴴ * X = 0 := u⁻¹.isUnit.mul_right_eq_zero.1 hz
  exact ⟨hG, (orthogonal_iff X Y).2 hG⟩
```

In multireference electronic structure, this means that exact Bloch solutions in a finite orthonormal basis describe mutually orthogonal groups of states whenever their energies are disjoint, even if the effective Hamiltonians are non-Hermitian. The step from such exact solutions to truncated or perturbative amplitudes, which satisfy the Bloch equation only approximately, needs a separate error estimate.

## When the external space is too small

If 1 + YᴴX = 0, then (−Yᴴ)X = 1 on the model space, so X has rank |n|, the model dimension. Its rank is at most the external dimension |m|. For |m| < |n| this is impossible, and any two Bloch solutions must share an eigenvalue.

```lean
/-- If the external space of a Hermitian Hamiltonian has smaller dimension than the model
space, the effective Hamiltonians of any two Bloch solutions share an eigenvalue. -/
theorem common_eigenvalue_of_small_external {A : Matrix n n ℂ} {B : Matrix n m ℂ}
    {D : Matrix m m ℂ} {X Y : Matrix m n ℂ} (hA : A.IsHermitian) (hD : D.IsHermitian)
    (hX : IsBloch A B D X) (hY : IsBloch A B D Y)
    (hcard : Fintype.card m < Fintype.card n) :
    ∃ μ, μ ∈ spectrum ℂ (effHam A B X) ∧ μ ∈ spectrum ℂ (effHam A B Y) := by
  apply Set.not_disjoint_iff.1
  intro hd
  have hG := (bloch_solutions_orthogonal hA hD hX hY hd).1
  -- X would have a left inverse, against the dimension count
  have hinv : (-Yᴴ) * X = 1 := by
    rw [Matrix.neg_mul]
    exact neg_eq_of_add_eq_zero_left hG
  have hr := Matrix.rank_mul_le_right (-Yᴴ) X
  rw [hinv, Matrix.rank_one] at hr
  have hc := X.rank_le_card_height
  omega
```

## Coupled degenerate levels

Let model and external levels all lie at energy a and be coupled in pairs by a real b ≠ 0. Then X = 1 and Y = −1 solve the Bloch equation, with

K_X = a + b,
K_Y = a − b.

These have no common eigenvalue, so the assumptions of the orthogonality theorem are met. For a unit vector v, the normalised target vectors are (v, v)/√2 and (v, −v)/√2.

```lean
/-- Model and external levels at the same energy `a`, coupled in pairs by a real `b ≠ 0`, have the
Bloch solutions `1` and `-1`, whose effective Hamiltonians share no eigenvalue. -/
theorem bloch_solutions_witness [Nonempty n] (a b : ℝ) (hb : b ≠ 0) :
    let A : Matrix n n ℂ := (a : ℂ) • 1
    let B : Matrix n n ℂ := (b : ℂ) • 1
    A.IsHermitian ∧ IsBloch A B A 1 ∧ IsBloch A B A (-1) ∧
      Disjoint (spectrum ℂ (effHam A B 1)) (spectrum ℂ (effHam A B (-1))) := by
  intro A B
  have hs : ∀ c : ℝ, ((c : ℂ) • (1 : Matrix n n ℂ))ᴴ = (c : ℂ) • 1 := fun c => by
    rw [conjTranspose_smul, conjTranspose_one, Complex.star_def, Complex.conj_ofReal]
  have h1 : effHam A B 1 = algebraMap ℂ (Matrix n n ℂ) (a + b) := by
    simp only [A, B, effHam, Matrix.mul_one, Algebra.algebraMap_eq_smul_one]
    module
  have h2 : effHam A B (-1) = algebraMap ℂ (Matrix n n ℂ) (a - b) := by
    simp only [A, B, effHam, Matrix.mul_neg, Matrix.mul_one, Algebra.algebraMap_eq_smul_one]
    module
  refine ⟨hs a, ?_, ?_, ?_⟩
  · simp only [IsBloch, effHam, A, B, hs, Matrix.mul_one, Matrix.one_mul]
    module
  · simp only [IsBloch, effHam, A, B, hs, Matrix.mul_one, Matrix.one_mul, Matrix.mul_neg,
      Matrix.neg_mul]
    module
  · rw [h1, h2, spectrum.scalar_eq, spectrum.scalar_eq, Set.disjoint_singleton]
    intro h
    apply hb
    have h0 : (b : ℂ) = 0 := by linear_combination h / 2
    exact_mod_cast h0
```

## One shared level

Take model levels 0 and 1 at energies 0 and c, and one external level at energy 0, coupled with strength 1 to model level 0 only. The solutions X = (1, 0) and Y = (−1, 0) give

K_X = diag(1, c),
K_Y = diag(−1, c),
1 + YᴴX = diag(0, 1).

Model level 0 yields the orthogonal normalised states (1, 0, 1)/√2 and (1, 0, −1)/√2. Model level 1 yields the same unit vector (0, 1, 0) in both target spaces, so a single common eigenvalue can be enough to destroy orthogonality. The proof compares the matrices entry by entry.

```lean
/-- A three-level Hamiltonian with two Bloch solutions whose effective Hamiltonians are
`diag(1, c)` and `diag(-1, c)`; the overlap matrix is `diag(0, 1)` and not zero. -/
theorem shared_level_not_orthogonal (c : ℝ) :
    let A : Matrix (Fin 2) (Fin 2) ℂ := !![0, 0; 0, (c : ℂ)]
    let B : Matrix (Fin 2) (Fin 1) ℂ := !![1; 0]
    let X : Matrix (Fin 1) (Fin 2) ℂ := !![1, 0]
    let Y : Matrix (Fin 1) (Fin 2) ℂ := !![-1, 0]
    A.IsHermitian ∧ IsBloch A B 0 X ∧ IsBloch A B 0 Y ∧
      effHam A B X = !![1, 0; 0, (c : ℂ)] ∧ effHam A B Y = !![-1, 0; 0, (c : ℂ)] ∧
      1 + Yᴴ * X = !![0, 0; 0, 1] := by
  simp only [IsBloch, effHam, Matrix.IsHermitian]
  refine ⟨?_, ?_, ?_, ?_, ?_, ?_⟩ <;> ext i j <;> fin_cases i <;> fin_cases j <;>
    simp [Matrix.mul_apply, Fin.sum_univ_succ]

end BlochOrthogonality
```

```lean
#print axioms BlochOrthogonality.bloch_solutions_orthogonal
#print axioms BlochOrthogonality.common_eigenvalue_of_small_external
#print axioms BlochOrthogonality.shared_level_not_orthogonal
```

```
'BlochOrthogonality.bloch_solutions_orthogonal' depends on axioms: [propext, Classical.choice, Quot.sound]
'BlochOrthogonality.common_eigenvalue_of_small_external' depends on axioms: [propext, Classical.choice, Quot.sound]
'BlochOrthogonality.shared_level_not_orthogonal' depends on axioms: [propext, Classical.choice, Quot.sound]
```
